# Identical back-to-back pairs: a factor 1/2 in the total rate, none in a detector's particle count

To count the events in which two identical particles leave a collision back to back, we divide the sphere into finitely many directions and keep one direction from each opposite pair. The particles emerge along $n$ and $-n$ in the centre-of-mass frame, and since they are identical, interchanging them gives the same event. The kept directions therefore list every event once. A detector, however, counts particles, and either member of the pair can enter it.

Let $\Omega$ be the finite set of directions and $r$ the reversal $n\mapsto -n$, so that $r(r(x))=x$. Let $H\subseteq\Omega$ contain exactly one of $x$ and $rx$ for each $x$. We call $H$ a hemisphere, although it need not be a geometric half-sphere: the choice within each pair is free.

The weight $p(x)$ is the rate for one particle along $x$ and the other along $rx$, before any symmetry factor. At tree level it contains the squared amplitude, the flux and phase-space factors, and the solid angle of the cell around $x$. We assume $p(rx)=p(x)$. This condition stands for exchange symmetry: exchanging the two particles changes the amplitude at most by a sign, so the squared amplitude, summed over final spins, is the same for $x$ and $rx$. The cells around $x$ and $rx$ are taken to be reverses of each other, so their solid angles agree as well.

## Rates from one direction per pair

**Existence of a hemisphere.** If some direction satisfied $rx=x$, the rule for $H$ would say that $x\in H$ exactly when $x\notin H$, which is impossible. If no direction is its own reverse, number the directions and keep the lower-numbered member of each pair.

**Sum over pairs.** Reversal sends $H$ into its complement $H^c$ and $H^c$ into $H$. It is its own inverse, so it is a bijection between the two. For any real function $f$,
$$\sum_{h\in H}\bigl(f(h)+f(rh)\bigr)=\sum_{h\in H}f(h)+\sum_{x\in H^c}f(x)=\sum_{x\in\Omega}f(x).$$

**Total rate.** Put $f=p$. By invariance the left side is $2\sum_H p$, hence
$$\sum_{h\in H}p(h)=\tfrac12\sum_{x\in\Omega}p(x).$$

**Particle count.** Let $D\subseteq\Omega$ be a detector and $1_D$ its indicator function. Put $f=p\,1_D$ and use $p(rh)=p(h)$:
$$N_D:=\sum_{h\in H}p(h)\bigl(1_D(h)+1_D(rh)\bigr)=\sum_{x\in D}p(x).$$
There is no factor $1/2$, because each event is offered to the detector twice, once through each particle.

**Converse.** Suppose the counting rule $N_D=\sum_D p$ holds for every $D$. Take $x\in H$ and $D=\{rx\}$. An event $h\in H$ reaches this detector if $h=rx$, which is excluded because $rx\notin H$, or if $rh=rx$, which means $h=x$. So $N_D=p(x)$, while the rule gives $p(rx)$. The two weights agree. If $x\notin H$, then $rx\in H$, and the same argument applied to $rx$ gives $p(x)=p(rx)$.

**Coincidences and events.** Let $C_D$ be the rate of events with both particles in $D$. The function $q(x)=p(x)1_D(x)1_D(rx)$ is invariant under reversal, so the total-rate formula applied to $q$ gives
$$C_D=\tfrac12\sum_{x\in D,\;rx\in D}p(x).$$
Let $E_D$ be the rate of events with at least one particle in $D$. The number of hits in an event equals one if there is at least one hit, plus one more if there are two. Therefore $N_D=E_D+C_D$, and
$$E_D=\sum_{x\in D}p(x)-\tfrac12\sum_{x\in D,\;rx\in D}p(x).$$

For tree-level $e^+e^-\to\gamma\gamma$, binned into finitely many directions in the centre-of-mass frame, these formulas separate the total cross section, which carries the $1/2$, from the photon yield in a detector, which does not.

## Directions and hemispheres in Lean

The type `Ω` holds the directions. It carries no geometry; only the reversal `r` acts on it.

```lean
import Mathlib

open Finset

namespace IdenticalPairCounting

noncomputable section

variable {Ω : Type*}
```

The definition of a hemisphere is a single equivalence: the reverse of a direction is in `H` exactly when the direction itself is not.

```lean
/-- A hemisphere for the reversal `r`: of the two directions `x` and `r x`,
exactly one belongs to `H`. -/
def IsHemisphere (r : Ω → Ω) (H : Finset Ω) : Prop :=
  ∀ x, r x ∈ H ↔ x ∉ H
```

The first theorem states when such a set exists. The hypothesis `Function.Involutive r` says that reversing twice changes nothing.

```lean
/-- On a finite direction set, an involutive reversal admits a hemisphere exactly when
no direction is its own reverse. -/
theorem exists_hemisphere_iff [Fintype Ω] {r : Ω → Ω} (hr : Function.Involutive r) :
    (∃ H : Finset Ω, IsHemisphere r H) ↔ ∀ x, r x ≠ x := by
  constructor
  · rintro ⟨H, hH⟩ x hx
    have h := hH x
    rw [hx] at h
    tauto
  · intro hfix
    -- number the directions and keep the lower-numbered member of each pair
    let e := Fintype.equivFin Ω
    refine ⟨univ.filter (fun x => e x < e (r x)), fun x => ?_⟩
    simp only [mem_filter, mem_univ, true_and, hr x, not_lt]
    have hne : e (r x) ≠ e x := fun h => hfix x (e.injective h)
    exact ⟨le_of_lt, fun h => lt_of_le_of_ne h hne⟩
```

In the forward direction, a fixed point turns the defining equivalence into a contradiction, which `tauto` closes. In the other direction, `e` numbers the directions, and the filter keeps `x` when its number is below that of `r x`. Since `e` is injective and `r x ≠ x`, the two numbers differ, so exactly one member of each pair is kept.

## Hits, counts and coincidences

A detector is any finite set `D` of directions, with full efficiency inside and none outside. The function `hits` is $1_D(x)+1_D(rx)$, with values 0, 1 or 2.

```lean
variable [DecidableEq Ω]

/-- The number of particles that enter the detector `D` when the pair is emitted
along `x` and `r x`. -/
def hits (r : Ω → Ω) (D : Finset Ω) (x : Ω) : ℝ :=
  (if x ∈ D then 1 else 0) + (if r x ∈ D then 1 else 0)
```

The three rates are all sums over `H`. The first, `countRate`, is $N_D$.

```lean
/-- The particle count rate in `D`: each event in `H` contributes its weight times
the number of its particles that enter `D`. -/
def countRate (r : Ω → Ω) (H : Finset Ω) (p : Ω → ℝ) (D : Finset Ω) : ℝ :=
  ∑ h ∈ H, p h * hits r D h
```

Next comes $C_D$, where both particles enter the same detector.

```lean
/-- The rate of events in `H` with both particles in `D`. -/
def coincidenceRate (r : Ω → Ω) (H : Finset Ω) (p : Ω → ℝ) (D : Finset Ω) : ℝ :=
  ∑ h ∈ H with (h ∈ D ∧ r h ∈ D), p h
```

The last is $E_D$, which differs only in having "or" in place of "and".

```lean
/-- The rate of events in `H` with at least one particle in `D`. -/
def eventRate (r : Ω → Ω) (H : Finset Ω) (p : Ω → ℝ) (D : Finset Ω) : ℝ :=
  ∑ h ∈ H with (h ∈ D ∨ r h ∈ D), p h
```

## The pair sum and the two counting rules

From here on `Ω` is finite, and the weight `p` is any real function; positivity is never used. The absence of self-reversed directions is not listed as a hypothesis, because it follows from `IsHemisphere r H`.

```lean
variable [Fintype Ω] {r : Ω → Ω} {H : Finset Ω} {p : Ω → ℝ}

/-- For an involutive reversal, summing any function over both members of each pair
in a hemisphere gives its sum over all directions. -/
theorem sum_pairs (hr : Function.Involutive r) (hH : IsHemisphere r H) (f : Ω → ℝ) :
    ∑ h ∈ H, (f h + f (r h)) = ∑ x, f x := by
  -- reversal carries the hemisphere onto its complement
  have hflip : ∑ h ∈ H, f (r h) = ∑ x ∈ Hᶜ, f x := by
    refine Finset.sum_nbij' r r ?_ ?_ (fun a _ => hr a) (fun a _ => hr a) (fun _ _ => rfl)
    · intro a ha
      rw [mem_compl]
      exact fun h => (hH a).mp h ha
    · intro a ha
      exact (hH a).mpr (mem_compl.mp ha)
  rw [sum_add_distrib, hflip, sum_add_sum_compl]
```

The step `hflip` is the bijection between $H$ and $H^c$: `Finset.sum_nbij'` receives `r` both as the map and as its inverse. The final rewrite adds the sums over $H$ and $H^c$.

The total rate follows with $f=p$. The hypothesis `hp` is the exchange symmetry $p(rx)=p(x)$.

```lean
/-- For an involutive reversal and a reversal-invariant weight, the total rate, with each
pair counted once, is half of the sum over all directions. -/
theorem total_rate (hr : Function.Involutive r) (hH : IsHemisphere r H)
    (hp : ∀ x, p (r x) = p x) :
    ∑ h ∈ H, p h = (1 / 2) * ∑ x, p x := by
  rw [← sum_pairs hr hH p, mul_sum]
  refine sum_congr rfl fun h _ => ?_
  rw [hp h]
  ring
```

For the particle count, `sum_pairs` is applied to $p\,1_D$. The first line of the `calc` block replaces $p(h)$ by $p(rh)$ in the second term, the only place where the symmetry enters.

```lean
/-- For an involutive reversal and a reversal-invariant weight, the particle count rate in
any detector is the sum of the weight over the detector, without a factor 1/2. -/
theorem countRate_eq_sum (hr : Function.Involutive r) (hH : IsHemisphere r H)
    (hp : ∀ x, p (r x) = p x) (D : Finset Ω) :
    countRate r H p D = ∑ x ∈ D, p x := by
  have hsum := sum_pairs hr hH (fun x => p x * (if x ∈ D then 1 else 0))
  calc countRate r H p D
      = ∑ h ∈ H, (p h * (if h ∈ D then 1 else 0)
          + p (r h) * (if r h ∈ D then 1 else 0)) := by
        unfold countRate hits
        refine sum_congr rfl fun h _ => ?_
        rw [hp h, mul_add]
    _ = ∑ x, p x * (if x ∈ D then 1 else 0) := hsum
    _ = ∑ x ∈ D, p x := by simp
```

The next theorem adds the converse: for a given hemisphere, the rule holds for all detectors exactly when the weight is invariant.

```lean
/-- For an involutive reversal, the count rate equals the sum of the weight over the
detector for every detector exactly when the weight is reversal-invariant. -/
theorem countRate_eq_sum_iff (hr : Function.Involutive r) (hH : IsHemisphere r H) :
    (∀ D, countRate r H p D = ∑ x ∈ D, p x) ↔ ∀ x, p (r x) = p x := by
  refine ⟨fun hD => ?_, fun hp D => countRate_eq_sum hr hH hp D⟩
  -- a detector that sees only the direction `r x` compares the two weights
  have key : ∀ x ∈ H, p (r x) = p x := by
    intro x hx
    have hrx : r x ∉ H := fun h => (hH x).mp h hx
    have hcount : countRate r H p {r x} = p x := by
      unfold countRate
      rw [sum_eq_single_of_mem x hx]
      · have hne : x ≠ r x := fun h => hrx (h ▸ hx)
        simp [hits, hne]
      · intro h hh hhx
        have h1 : h ≠ r x := fun e => hrx (e ▸ hh)
        have h2 : r h ≠ r x := fun e => hhx (hr.injective e)
        simp [hits, h1, h2]
    have hdet := hD {r x}
    rw [hcount, sum_singleton] at hdet
    exact hdet.symm
  intro x
  by_cases hx : x ∈ H
  · exact key x hx
  · have h := key (r x) ((hH x).mpr hx)
    rw [hr x] at h
    exact h.symm
```

Here `key` treats directions in `H` with the detector `{r x}`. The lemma `sum_eq_single_of_mem` reduces the count to the single event `x`, and `hdet` compares it with the value the rule demands. The closing case distinction passes from `H` to all directions.

## Events that hit the detector twice

The coincidence formula is the total-rate theorem for the restricted weight $q$.

```lean
/-- For an involutive reversal and a reversal-invariant weight, the coincidence rate is half
of the sum over the directions that lie in the detector together with their reverse. -/
theorem coincidenceRate_eq (hr : Function.Involutive r) (hH : IsHemisphere r H)
    (hp : ∀ x, p (r x) = p x) (D : Finset Ω) :
    coincidenceRate r H p D = (1 / 2) * ∑ x with (x ∈ D ∧ r x ∈ D), p x := by
  have hq : ∀ x, (fun y => if y ∈ D ∧ r y ∈ D then p y else 0) (r x)
      = (fun y => if y ∈ D ∧ r y ∈ D then p y else 0) x := by
    intro x
    by_cases a : x ∈ D <;> by_cases b : r x ∈ D <;> simp [a, b, hr x, hp x]
  unfold coincidenceRate
  rw [sum_filter, sum_filter]
  exact total_rate hr hH hq
```

The statement `hq` is the invariance of $q$, checked in the four cases for whether `x` and `r x` lie in `D`. The `sum_filter` rewrites turn the restricted sums into sums of $q$.

```lean
/-- For an involutive reversal and a reversal-invariant weight, the rate of events with at
least one detected particle is the sum over the detector minus the coincidence half-sum. -/
theorem eventRate_eq (hr : Function.Involutive r) (hH : IsHemisphere r H)
    (hp : ∀ x, p (r x) = p x) (D : Finset Ω) :
    eventRate r H p D
      = ∑ x ∈ D, p x - (1 / 2) * ∑ x with (x ∈ D ∧ r x ∈ D), p x := by
  -- an event with two hits is counted once as an event and once as a coincidence
  have hsplit : eventRate r H p D + coincidenceRate r H p D = countRate r H p D := by
    unfold eventRate coincidenceRate countRate
    rw [sum_filter, sum_filter, ← sum_add_distrib]
    refine sum_congr rfl fun h _ => ?_
    by_cases a : h ∈ D <;> by_cases b : r h ∈ D <;> simp [hits, a, b, mul_add]
  rw [← countRate_eq_sum hr hH hp D, ← coincidenceRate_eq hr hH hp D]
  linarith
```

The identity `hsplit` is $E_D+C_D=N_D$, proved event by event through the same four cases. Inserting the two earlier formulas leaves a linear equation for `linarith`.

## Six directions along three axes

A small instance labels a direction by an axis in `Fin 3` and a sign in `Bool`, with `true` for positive. Reversal keeps the axis and flips the sign.

```lean
/-- Reversal of the six directions along three axes, labelled by axis and sign. -/
def axisFlip (x : Fin 3 × Bool) : Fin 3 × Bool := (x.1, !x.2)
```

The theorem confirms that all the hypotheses are met by the three positive directions and any weight `w` that depends only on the axis.

```lean
/-- Axis reversal is involutive, the three positive directions form a hemisphere, and any
weight that depends only on the axis is reversal-invariant. -/
theorem axisFlip_witness (w : Fin 3 → ℝ) :
    Function.Involutive axisFlip ∧
      IsHemisphere axisFlip (univ.filter (fun x : Fin 3 × Bool => x.2 = true)) ∧
      ∀ x, (fun y : Fin 3 × Bool => w y.1) (axisFlip x) = w x.1 := by
  refine ⟨?_, ?_, fun _ => rfl⟩
  · rintro ⟨i, b⟩
    simp [axisFlip]
  · rintro ⟨i, b⟩
    cases b <;> simp [axisFlip]

end

end IdenticalPairCounting
```

```lean
#print axioms IdenticalPairCounting.exists_hemisphere_iff
-- 'IdenticalPairCounting.exists_hemisphere_iff' depends on axioms: [propext, Classical.choice, Quot.sound]
#print axioms IdenticalPairCounting.countRate_eq_sum
-- 'IdenticalPairCounting.countRate_eq_sum' depends on axioms: [propext, Classical.choice, Quot.sound]
#print axioms IdenticalPairCounting.countRate_eq_sum_iff
-- 'IdenticalPairCounting.countRate_eq_sum_iff' depends on axioms: [propext, Classical.choice, Quot.sound]
#print axioms IdenticalPairCounting.eventRate_eq
-- 'IdenticalPairCounting.eventRate_eq' depends on axioms: [propext, Classical.choice, Quot.sound]
```

With axis weights $w_0,w_1,w_2$, the total rate is $w_0+w_1+w_2$. A detector covering both directions of axis 0 and the positive direction of axis 1 counts particles at rate $2w_0+w_1$, sees coincidences at rate $w_0$, and registers events at rate $w_0+w_1$.

In the limit of fine cells, the sums over directions become, up to the luminosity, integrals over solid angle of the tree-level differential cross section taken without the symmetry factor. With a reversal-invariant weight, the counting formulas apply to each finite division of the sphere that reversal maps to itself and in which no cell is its own reverse. The limit needs a separate argument, and detector efficiency and radiative corrections are outside the model.
